# With a positive semidefinite interaction, projecting every particle onto one-body levels at or above e keeps the N-particle energy at or above Ne

Take one particle with two levels, at energies $1$ and $-1$. A normalised state with amplitudes $a$ and $b$ on them has energy $|a|^2-|b|^2$, which can fall to $-1$. Project out the lower level and only $a$ survives; if $a\ne0$, the renormalised state has energy $1$.

I expect the same for $N$ particles with one-body Hamiltonian $h$ and interaction $W$. If $W$ is positive semidefinite and each particle is projected onto eigenvalues of $h$ at or above $e$, the energy should be at least $Ne$. Without the projector, an eigenvalue $-L$ should allow an energy of at most $-NL+\|W\|$. Can this be made rigorous, with a proof that a machine has checked?

## Expanding the state in products of eigenvectors

Yes, for finite matrices and with no exchange symmetry imposed. Let $h$ be Hermitian on $\mathbb C^d$, with orthonormal eigenvectors $u_a$ and eigenvalues $\lambda_a$. Write $h_i$ for $h$ acting on particle $i$, and $H=\sum_i h_i+W$. For a list of levels $k=(k_0,\dots,k_{N-1})$, let $w_k$ be the amplitude of $\psi$ on $u_{k_0}\otimes\cdots\otimes u_{k_{N-1}}$. These products form an orthonormal basis of eigenvectors of every $h_i$, so

$$\|\psi\|^2=\sum_k|w_k|^2,\qquad \langle\psi,h_i\psi\rangle=\sum_k\lambda_{k_i}|w_k|^2 .$$

Let $P$ be the spectral projector of $h$ onto eigenvalues $\ge e$, and let $\psi=P^{\otimes N}\varphi$. The projector multiplies each amplitude of $\varphi$ by a product of factors, one per particle: $1$ if $\lambda_{k_i}\ge e$ and $0$ otherwise. Hence $w_k=0$ as soon as one $\lambda_{k_i}$ lies below $e$. In every case $\lambda_{k_i}|w_k|^2\ge e|w_k|^2$, and summing over $k$ gives $\langle\psi,h_i\psi\rangle\ge e\|\psi\|^2$. Summing over $i$ and adding $\langle\psi,W\psi\rangle\ge0$,

$$\langle\psi,H\psi\rangle\ge Ne\,\|\psi\|^2 .$$

For the upper bound, let $hv=-Lv$ with $v\ne0$, and put all particles in $v$, so that $\psi=v^{\otimes N}$. If $v$ has a nonzero component $v_m$, then $\psi$ has the nonzero component $v_m^N$. Each $h_i$ gives $h_i\psi=-L\psi$, and Cauchy–Schwarz gives $|\langle\psi,W\psi\rangle|\le\|\psi\|\,\|W\psi\|\le\|W\|\,\|\psi\|^2$. Therefore

$$\mathrm{Re}\,\langle\psi,H\psi\rangle\le(-NL+\|W\|)\,\|\psi\|^2 .$$

## Two particles on two levels

Let $h=\mathrm{diag}(1,-1)$, $N=2$ and $e=L=1$. Let $W$ act on the span of $|00\rangle$ and $|11\rangle$ as $\tfrac12\begin{pmatrix}1&1\\1&1\end{pmatrix}$ and vanish on $|01\rangle$ and $|10\rangle$. Its eigenvalues are $0$ and $1$, so it is positive semidefinite with $\|W\|=1$.

The projected space is spanned by $|00\rangle$, whose energy is $2+\tfrac12=2.5\ge Ne=2$. The state $|11\rangle$ has energy $-2+\tfrac12=-1.5\le-NL+\|W\|=-1$.

In the limiting case where $-L$ is the lowest eigenvalue of $h$ and $e=-L$, the projector is the identity. For positive semidefinite $W$, the two bounds then place the lowest energy of $H$ between $-NL$ and $-NL+\|W\|$.

## What the Lean statements say

A `State N d` is a complex function on assignments of one of $d$ orthonormal orbitals to each of $N$ particles, and an `Op N d` is a matrix on such assignments. `oneBody i h` is $h_i$, and `hamiltonian h W` is $H$. `expect A ψ` is the real part of $\langle\psi,A\psi\rangle$, not divided by the norm, and `normSq ψ` is $\|\psi\|^2$. For nonzero $\psi$, dividing by `normSq ψ` gives the energy of the normalised state. `opNorm W` is the Euclidean operator norm.

`projected_energy_lower_bound` assumes that $h$ is Hermitian (`hh`), that $W$ is positive semidefinite (`hW`), and that $\psi$ lies in `projectedSpace N hh e`, the range of $P^{\otimes N}$. An eigenvalue equal to $e$ is kept. The condition on $W$ stands for a repulsion such as the Coulomb term between electrons; the Breit interaction has no definite sign, so adding it can break the condition.

`unprojected_energy_upper_bound` needs only a nonzero $v$ with $hv=-Lv$, and $W$ may be any matrix. The number $L$ stands for the depth of a negative-energy level.

In relativistic electronic structure, the bounds contrast a finite-matrix Hamiltonian restricted to positive-energy orbitals of $h$ with the same Hamiltonian unrestricted, for particles without imposed antisymmetry. The upper bound lies below the lower one only when $\|W\|<N(L+e)$. The lower bound also covers the antisymmetric states in the projected space. The trial state for the upper bound is symmetric, so for $N\ge2$ the proof does not apply to electrons, and the bound itself can fail for them: with $N=2$, $h=\mathrm{diag}(1,-1)$ and $W=0$, the only antisymmetric state has energy $0$, above $-NL+\|W\|=-2$. A projector built from the orbitals of a mean-field operator, as in Dirac–Hartree–Fock calculations, is in general not a spectral projector of $h$, and the lower bound does not cover it. Continuum spectra and unbounded operators are not treated.

```lean
import Mathlib

open Matrix
open scoped ComplexOrder

noncomputable section

namespace ProjectedManyBody

/-- States of `N` particles, each with `d` basis orbitals. -/
abbrev State (N d : ℕ) := (Fin N → Fin d) → ℂ

/-- Operators on `N`-particle states. -/
abbrev Op (N d : ℕ) := Matrix (Fin N → Fin d) (Fin N → Fin d) ℂ

variable {N d : ℕ} {h : Matrix (Fin d) (Fin d) ℂ}

/-- The tensor product of one-particle operators, one for each particle. -/
def tensorOp (A : Fin N → Matrix (Fin d) (Fin d) ℂ) : Op N d :=
  Matrix.of fun s t => ∏ i, A i (s i) (t i)

/-- The operator `h` acting on particle `i` alone. -/
def oneBody (i : Fin N) (h : Matrix (Fin d) (Fin d) ℂ) : Op N d :=
  tensorOp (Function.update (fun _ : Fin N => (1 : Matrix (Fin d) (Fin d) ℂ)) i h)

/-- The Hamiltonian `∑ i, h_i + W` with interaction `W`. -/
def hamiltonian (h : Matrix (Fin d) (Fin d) ℂ) (W : Op N d) : Op N d :=
  ∑ i, oneBody i h + W

/-- The state in which all `N` particles occupy the orbital `v`. -/
def productState (N : ℕ) (v : Fin d → ℂ) : State N d := fun s => ∏ i, v (s i)

/-- The real part of `⟨ψ, A ψ⟩`. -/
def expect (A : Op N d) (ψ : State N d) : ℝ := (star ψ ⬝ᵥ A *ᵥ ψ).re

/-- The squared norm `⟨ψ, ψ⟩`. -/
def normSq (ψ : State N d) : ℝ := (star ψ ⬝ᵥ ψ).re

/-- The operator norm of `W` on the Euclidean space of states. -/
def opNorm (W : Op N d) : ℝ :=
  ‖Matrix.toEuclideanCLM (n := Fin N → Fin d) (𝕜 := ℂ) W‖

/-- The function `f(h)` of a Hermitian matrix, formed in its eigenbasis. -/
def spectralFn (hh : h.IsHermitian) (f : ℝ → ℝ) : Matrix (Fin d) (Fin d) ℂ :=
  (hh.eigenvectorUnitary : Matrix (Fin d) (Fin d) ℂ) *
    diagonal (fun k => (f (hh.eigenvalues k) : ℂ)) *
    star (hh.eigenvectorUnitary : Matrix (Fin d) (Fin d) ℂ)

/-- The spectral projector of `h` onto eigenvalues at least `e`. -/
def spectralProjector (hh : h.IsHermitian) (e : ℝ) : Matrix (Fin d) (Fin d) ℂ :=
  spectralFn hh fun x => if e ≤ x then 1 else 0

/-- The range of the `N`-fold tensor power of the spectral projector. -/
def projectedSpace (N : ℕ) (hh : h.IsHermitian) (e : ℝ) : Submodule ℂ (State N d) :=
  LinearMap.range (Matrix.mulVecLin (tensorOp fun _ : Fin N => spectralProjector hh e))

/-- The change to the basis of products of eigenvectors of `h`. -/
def toEigen (N : ℕ) (hh : h.IsHermitian) : Op N d :=
  tensorOp fun _ => star (hh.eigenvectorUnitary : Matrix (Fin d) (Fin d) ℂ)

/-- Tensor products of operators multiply particle by particle. -/
theorem tensorOp_mul (A B : Fin N → Matrix (Fin d) (Fin d) ℂ) :
    tensorOp A * tensorOp B = tensorOp fun i => A i * B i := by
  ext s t
  simp only [tensorOp, Matrix.mul_apply, Matrix.of_apply, Finset.prod_univ_sum,
    Fintype.piFinset_univ, Finset.prod_mul_distrib]

/-- A tensor product of diagonal operators is diagonal, with product entries. -/
theorem tensorOp_diagonal (c : Fin N → Fin d → ℂ) :
    tensorOp (fun j => diagonal (c j)) = diagonal fun k => ∏ j, c j (k j) := by
  ext s t
  by_cases hst : s = t
  · subst hst
    simp [tensorOp]
  · obtain ⟨i, hi⟩ := Function.ne_iff.1 hst
    rw [Matrix.diagonal_apply_ne _ hst]
    change ∏ j, diagonal (c j) (s j) (t j) = 0
    exact Finset.prod_eq_zero (Finset.mem_univ i) (Matrix.diagonal_apply_ne _ hi)

/-- The expectation of a tensor product of functions of `h` is a sum over products of
eigenvectors, weighted by the squared amplitudes of the state. -/
theorem expect_spectralFn (hh : h.IsHermitian) (f : Fin N → ℝ → ℝ) (ψ : State N d) :
    expect (tensorOp fun j => spectralFn hh (f j)) ψ =
      ∑ k, (∏ j, f j (hh.eigenvalues (k j))) * Complex.normSq ((toEigen N hh *ᵥ ψ) k) := by
  have hct : ∀ U : Matrix (Fin d) (Fin d) ℂ,
      (tensorOp fun _ : Fin N => star U)ᴴ = tensorOp fun _ => U := by
    intro U
    ext s t
    simp [tensorOp, Matrix.conjTranspose_apply, Matrix.star_apply]
  have hD : tensorOp (fun j => spectralFn hh (f j)) = (toEigen N hh)ᴴ *
      diagonal (fun k => ∏ j, (f j (hh.eigenvalues (k j)) : ℂ)) * toEigen N hh := by
    rw [toEigen, hct, ← tensorOp_diagonal (fun j a => (f j (hh.eigenvalues a) : ℂ)),
      tensorOp_mul, tensorOp_mul]
    rfl
  rw [hD, expect, ← Matrix.mulVec_mulVec, ← Matrix.mulVec_mulVec,
    Matrix.dotProduct_mulVec, ← Matrix.star_mulVec]
  generalize toEigen N hh *ᵥ ψ = w
  simp only [dotProduct, Matrix.mulVec_diagonal, Complex.re_sum, Pi.star_apply]
  refine Finset.sum_congr rfl fun k _ => ?_
  rw [← Complex.ofReal_prod]
  simp only [Complex.mul_re, Complex.mul_im, Complex.ofReal_re, Complex.ofReal_im,
    Complex.star_def, Complex.conj_re, Complex.conj_im, Complex.normSq_apply]
  ring

/-- With a positive semidefinite interaction, every state in the projected space has energy at least
`N e` times its squared norm. -/
theorem projected_energy_lower_bound (hh : h.IsHermitian) (e : ℝ) {W : Op N d}
    (hW : W.PosSemidef) {ψ : State N d} (hψ : ψ ∈ projectedSpace N hh e) :
    N * e * normSq ψ ≤ expect (hamiltonian h W) ψ := by
  have hs := hh.spectral_theorem
  rw [Unitary.conjStarAlgAut_apply] at hs
  have hid : spectralFn hh (fun x => x) = h := hs.symm
  have hone : spectralFn hh (fun _ => 1) = 1 := by
    simp only [spectralFn, Complex.ofReal_one, Matrix.diagonal_one, mul_one]
    exact (Matrix.mem_unitaryGroup_iff).1 hh.eigenvectorUnitary.2
  -- a projected state has no amplitude on eigenvalues below `e`
  have hw : ∀ k i, ¬ e ≤ hh.eigenvalues (k i) → (toEigen N hh *ᵥ ψ) k = 0 := by
    intro k i hk
    have hrow : star (hh.eigenvectorUnitary : Matrix (Fin d) (Fin d) ℂ) *
        spectralProjector hh e =
        diagonal (fun a => ((if e ≤ hh.eigenvalues a then 1 else 0 : ℝ) : ℂ)) *
          star (hh.eigenvectorUnitary : Matrix (Fin d) (Fin d) ℂ) := by
      rw [spectralProjector, spectralFn, ← mul_assoc, ← mul_assoc,
        (Matrix.mem_unitaryGroup_iff').1 hh.eigenvectorUnitary.2, one_mul]
    unfold projectedSpace at hψ
    obtain ⟨φ, hφ⟩ := hψ
    rw [← hφ, Matrix.mulVecLin_apply, Matrix.mulVec_mulVec, toEigen, tensorOp_mul, hrow]
    simp only [Matrix.mulVec, dotProduct, tensorOp, Matrix.of_apply]
    refine Finset.sum_eq_zero fun t _ =>
      mul_eq_zero_of_left (Finset.prod_eq_zero (Finset.mem_univ i) ?_) _
    rw [Matrix.diagonal_mul, if_neg hk, Complex.ofReal_zero, zero_mul]
  have hn : normSq ψ = ∑ k, Complex.normSq ((toEigen N hh *ᵥ ψ) k) := by
    have h1 : tensorOp (fun _ : Fin N => (1 : Matrix (Fin d) (Fin d) ℂ)) = 1 := by
      simpa using tensorOp_diagonal (N := N) (d := d) fun _ _ => 1
    have h2 := expect_spectralFn hh (fun (_ : Fin N) _ => 1) ψ
    simp only [hone, h1, expect, Matrix.one_mulVec, Finset.prod_const_one, one_mul] at h2
    exact h2
  have hi : ∀ i, e * normSq ψ ≤ expect (oneBody i h) ψ := by
    intro i
    have ho : oneBody i h = tensorOp fun j : Fin N =>
        spectralFn hh (if j = i then (fun x => x) else fun _ => 1) := by
      unfold oneBody
      congr 1
      funext j
      by_cases hj : j = i
      · subst hj
        simp [hid]
      · simp [hj, hone]
    rw [ho, expect_spectralFn, hn, Finset.mul_sum]
    refine Finset.sum_le_sum fun k _ => ?_
    rw [Finset.prod_eq_single i, if_pos rfl]
    · by_cases hk : e ≤ hh.eigenvalues (k i)
      · exact mul_le_mul_of_nonneg_right hk (Complex.normSq_nonneg _)
      · rw [hw k i hk]
        simp
    · intro j _ hj
      simp [hj]
    · simp
  have hWψ : 0 ≤ expect W ψ := (Complex.nonneg_iff.1 (hW.dotProduct_mulVec_nonneg ψ)).1
  have hsum : expect (hamiltonian h W) ψ = ∑ i, expect (oneBody i h) ψ + expect W ψ := by
    simp only [expect, hamiltonian, Matrix.add_mulVec, Matrix.sum_mulVec, dotProduct_add,
      dotProduct_sum, Complex.add_re, Complex.re_sum]
  have hlow := Finset.sum_le_sum fun i (_ : i ∈ Finset.univ) => hi i
  rw [Finset.sum_const, Finset.card_univ, Fintype.card_fin, nsmul_eq_mul] at hlow
  rw [hsum]
  linarith

/-- With all particles in an eigenvector of `h` of eigenvalue `x`, the energy is `N x` times
the squared norm plus the expectation of the interaction. -/
theorem productState_energy {x : ℝ} {v : Fin d → ℂ} (hv : h *ᵥ v = (x : ℂ) • v)
    (W : Op N d) : expect (hamiltonian h W) (productState N v)
      = N * x * normSq (productState N v) + expect W (productState N v) := by
  have hone : ∀ i : Fin N, oneBody i h *ᵥ productState N v = (x : ℂ) • productState N v := by
    intro i
    have hj : ∀ j, Function.update (fun _ : Fin N => (1 : Matrix (Fin d) (Fin d) ℂ)) i h j *ᵥ v
        = (if j = i then (x : ℂ) else 1) • v := by
      intro j
      by_cases hji : j = i
      · subst hji
        simp [hv]
      · simp [hji]
    have ht : ∀ A : Fin N → Matrix (Fin d) (Fin d) ℂ,
        tensorOp A *ᵥ productState N v = fun s => ∏ i, (A i *ᵥ v) (s i) := by
      intro A
      ext s
      simp only [tensorOp, productState, Matrix.mulVec, dotProduct, Matrix.of_apply,
        Finset.prod_univ_sum, Fintype.piFinset_univ, Finset.prod_mul_distrib]
    rw [oneBody, ht]
    ext s
    simp only [hj, Pi.smul_apply, smul_eq_mul, Finset.prod_mul_distrib, productState,
      Finset.prod_ite_eq', Finset.mem_univ, if_true]
  simp only [expect, normSq, hamiltonian, Matrix.add_mulVec, Matrix.sum_mulVec, hone,
    dotProduct_add, dotProduct_sum, dotProduct_smul, Complex.add_re, smul_eq_mul]
  simp only [Finset.sum_const, Finset.card_univ, Fintype.card_fin, nsmul_eq_mul]
  simp [mul_assoc]

/-- If `h` has eigenvalue `-L`, some nonzero `N`-particle state has a Rayleigh quotient with real
part at most `-N L + ‖W‖`. -/
theorem unprojected_energy_upper_bound {L : ℝ} {v : Fin d → ℂ} (hv0 : v ≠ 0)
    (hv : h *ᵥ v = ((-L : ℝ) : ℂ) • v) (W : Op N d) :
    ∃ ψ : State N d, ψ ≠ 0 ∧
      expect (hamiltonian h W) ψ ≤ (-(N * L) + opNorm W) * normSq ψ := by
  refine ⟨productState N v, ?_, ?_⟩
  · obtain ⟨k, hk⟩ := Function.ne_iff.1 hv0
    intro h0
    have h1 := congrFun h0 fun _ => k
    simp only [productState, Pi.zero_apply] at h1
    exact (Finset.prod_ne_zero_iff.2 fun _ _ => hk) h1
  · rw [productState_energy hv W]
    generalize productState N v = ψ
    -- Cauchy-Schwarz bounds the interaction term by the operator norm times the squared norm
    have hW : expect W ψ ≤ opNorm W * normSq ψ := by
      let y : EuclideanSpace ℂ (Fin N → Fin d) := WithLp.toLp 2 ψ
      let T := Matrix.toEuclideanCLM (n := Fin N → Fin d) (𝕜 := ℂ) W
      have h1 : expect W ψ = (inner ℂ y (T y)).re := by
        rw [EuclideanSpace.inner_eq_star_dotProduct, dotProduct_comm]
        rfl
      have h2 : normSq ψ = ‖y‖ ^ 2 := by
        rw [← inner_self_eq_norm_sq (𝕜 := ℂ) y, EuclideanSpace.inner_eq_star_dotProduct,
          dotProduct_comm]
        rfl
      rw [h1, h2]
      calc (inner ℂ y (T y)).re ≤ ‖inner ℂ y (T y)‖ := Complex.re_le_norm _
        _ ≤ ‖y‖ * ‖T y‖ := norm_inner_le_norm _ _
        _ ≤ ‖y‖ * (‖T‖ * ‖y‖) :=
            mul_le_mul_of_nonneg_left (T.le_opNorm y) (norm_nonneg y)
        _ = opNorm W * ‖y‖ ^ 2 := by
            change ‖y‖ * (opNorm W * ‖y‖) = _
            ring
    linarith

end ProjectedManyBody
```

```lean
#print axioms ProjectedManyBody.projected_energy_lower_bound
-- 'ProjectedManyBody.projected_energy_lower_bound' depends on axioms: [propext, Classical.choice, Quot.sound]
#print axioms ProjectedManyBody.unprojected_energy_upper_bound
-- 'ProjectedManyBody.unprojected_energy_upper_bound' depends on axioms: [propext, Classical.choice, Quot.sound]
```

## How the proof follows the expansion

`tensorOp_mul` shows that tensor products of operators multiply particle by particle, by exchanging a product of sums with a sum of products. `tensorOp_diagonal` does the bookkeeping for diagonal factors. With these, `expect_spectralFn` writes the expectation of a tensor product of functions of $h$ as a weighted sum of $|w_k|^2$, where $w_k$ is `(toEigen N hh *ᵥ ψ) k`.

Inside the lower bound, `hid` and `hone` recover $h$ and the identity as functions of $h$. The step `hw` shows that the amplitudes below $e$ vanish, `hn` is the norm formula, and `hi` is the bound for one particle. In `hi`, `Finset.prod_eq_single` reduces the product of factors to $\lambda_{k_i}$, and the case split on `e ≤ hh.eigenvalues (k i)` is the comparison made term by term above. `hWψ` supplies the positivity of $W$, `hsum` splits the energy, and `linarith` adds the inequalities.

`productState_energy` computes the energy of $v^{\otimes N}$ for an eigenvector with any real eigenvalue $x$. The upper bound applies it with $x=-L$ and checks that the state is nonzero. The `calc` block in `hW` is the Cauchy–Schwarz estimate, followed by the defining inequality of the operator norm.
